# With a rotation-invariant zero-field energy and a dipole that deforms with the cell, the stress in a fixed field is symmetric exactly when field and dipole are linearly dependent

A variable-cell relaxation that stores the stress of a three-dimensional cell as six numbers assumes $s_{ij}=s_{ji}$. Without a field, this follows from the rotational invariance of the energy. A uniform field fixed in the laboratory picks out a direction, and the assumption then needs a check. For a cell whose dipole has fixed fractional coordinates, the check is whether the field and the dipole are linearly dependent. If they are not, the six numbers omit part of the energy gradient with respect to the cell.

## The claim and its derivation

Let the columns of a real $d\times d$ matrix $B$ be the cell vectors. The energy without the field is $E_0(B)$. It satisfies $E_0(QB)=E_0(B)$ for every rotation $Q$ and every invertible $B$, which expresses that nothing in $E_0$ refers to a direction in the laboratory. Charges $q_k$ at fractional positions $x_k$ have the dipole $Bu$ with $u=\sum_k q_k x_k$. In a periodic crystal $u$, and with it the stress in a field, depends on which periodic image of each charge is counted; the claim below holds for each fixed choice. With $u$ held constant and a field $f$, the energy is

$$E(B)=E_0(B)-f\cdot(Bu).$$

Let $E_0$ be differentiable at an invertible cell $A$, and write $p=Au$ for the dipole there. A strain $h$ is any $d\times d$ matrix, symmetric or not, and takes $A$ to $(1+th)A$. The stress $s$, multiplied by the volume, is defined by

$$\operatorname{tr}(s^{T}h)=\left.\frac{d}{dt}E\big((1+th)A\big)\right|_{t=0}=DE(A)(hA)\quad\text{for all }h.$$

The claim is that $s$ is symmetric if and only if $f$ and $p$ are linearly dependent.

**The zero-field energy.** Let $h^T=-h$. Then $\exp(th)^T\exp(th)=\exp(-th)\exp(th)=1$, so $\exp(th)$ is orthogonal. Its determinant is the square of $\det\exp(th/2)$. Since $\exp(th/2)$ is orthogonal too, that square is one, and $\exp(th)$ is a rotation. Hence $E_0(\exp(th)A)=E_0(A)$ for all $t$, and differentiating at $t=0$ gives

$$DE_0(A)(hA)=0\quad\text{for antisymmetric }h.$$

**The field term.** Since $f\cdot((1+th)Au)=f\cdot p+t\,f\cdot(hp)$, every strain satisfies

$$\operatorname{tr}(s^Th)=DE_0(A)(hA)-f\cdot(hp).$$

**The torque balance.** Let $e^{ij}$ be the matrix with a one in row $i$, column $j$ and zeros elsewhere. Then $\operatorname{tr}(s^Te^{ij})=s_{ij}$ and $f\cdot(e^{ij}p)=f_ip_j$. The antisymmetric strain $h=e^{ij}-e^{ji}$ gives

$$s_{ij}-s_{ji}=-(f_ip_j-f_jp_i)=p_if_j-f_ip_j.$$

In three dimensions the right-hand sides for $(i,j)=(2,3),(3,1),(1,2)$ are the components of the torque $p\times f$.

**Linear dependence.** The stress is therefore symmetric exactly when $f_ip_j=f_jp_i$ for all $i,j$. If these equations hold, then $p_if-f_ip=0$ for each $i$. Were $f$ and $p$ independent, every $f_i$ would vanish, so $f=0$, which contradicts independence. Conversely, suppose that $f_ip_j-f_jp_i\neq0$ for some pair $i,j$, and let $af+bp=0$. Eliminating $b$ from components $i$ and $j$ gives $a(f_ip_j-f_jp_i)=0$, and eliminating $a$ gives $b(f_ip_j-f_jp_i)=0$. So $a=b=0$, and the vectors are independent.

At $f=0$ the vectors are dependent whatever $p$ is, and the usual symmetric stress returns. In one dimension both sides of the equivalence always hold: a $1\times1$ matrix is symmetric, and any two vectors are dependent.

## Cells, energies and stress in Lean

The index type `n` is finite and otherwise arbitrary; its number of elements is the dimension $d$.

```lean
import Mathlib

open Matrix
open scoped Matrix.Norms.Operator

namespace StressInAppliedField

noncomputable section

variable {n : Type*} [Fintype n] [DecidableEq n]
```

A rotation is an orthogonal matrix of determinant one, so reflections are excluded.

```lean
/-- A rotation is an orthogonal matrix of determinant one. -/
def IsRotation (Q : Matrix n n ℝ) : Prop := Qᵀ * Q = 1 ∧ Q.det = 1
```

Invariance is required only of invertible cells, those with nonzero volume. The energy itself is a function on all matrices.

```lean
/-- The energy of an invertible cell matrix does not change when the cell is rotated. -/
def RotationInvariant (E0 : Matrix n n ℝ → ℝ) : Prop :=
  ∀ Q B : Matrix n n ℝ, IsRotation Q → B.det ≠ 0 → E0 (Q * B) = E0 B
```

In the next definition `⬝ᵥ` is the dot product and `*ᵥ` applies a matrix to a vector. The arguments `f` and `u` do not depend on `B`: the field stays fixed in the laboratory, and the fractional dipole stays fixed under strain. Electronic polarization and the relaxation of ions inside the cell would change `u`, and this model leaves them out.

```lean
/-- The energy of the cell `B` in a fixed field `f` that couples to the dipole `B u`. -/
def fieldEnergy (E0 : Matrix n n ℝ → ℝ) (f u : n → ℝ) (B : Matrix n n ℝ) : ℝ :=
  E0 B - f ⬝ᵥ (B *ᵥ u)
```

The stress is a property of a given matrix `s`. Positive diagonal entries mean that the energy rises on stretching, and there is no division by the volume. The strain `h` ranges over all matrices. Symmetric strains alone would leave the antisymmetric part of `s` undetermined.

```lean
/-- `s` is the stress (times volume) of `E` at the cell `A`: under every strain `h` the energy
of the cell `(1 + t h) A` changes at the rate `trace (sᵀ h)` at `t = 0`. -/
def IsStress (E : Matrix n n ℝ → ℝ) (A s : Matrix n n ℝ) : Prop :=
  ∀ h : Matrix n n ℝ, HasDerivAt (fun t : ℝ => E ((1 + t • h) * A)) (trace (sᵀ * h)) 0
```

## Rates of change under strain

The first lemma is the chain rule along the line $t\mapsto(1+th)A$, whose velocity is $hA$. It identifies the strain derivative in `IsStress` with $DE(A)(hA)$ for any energy differentiable at $A$.

```lean
/-- For an energy differentiable at `A`, the rate of change under the strain `h` is the
derivative of the energy at `A` in the direction `h A`. -/
theorem strain_deriv {E : Matrix n n ℝ → ℝ} {A : Matrix n n ℝ}
    (hd : DifferentiableAt ℝ E A) (h : Matrix n n ℝ) :
    HasDerivAt (fun t : ℝ => E ((1 + t • h) * A)) (fderiv ℝ E A (h * A)) 0 := by
  have hc : HasDerivAt (fun t : ℝ => (1 + t • h) * A) (h * A) 0 := by
    have := (((hasDerivAt_id' (0 : ℝ)).smul_const h).const_add 1).mul_const A
    exact this.congr_deriv (by simp)
  exact hd.hasFDerivAt.comp_hasDerivAt_of_eq (0 : ℝ) hc (by simp)
```

For the coupling, the proof rewrites the function of $t$ as a constant plus $t\,f\cdot(hp)$ and reads off the slope.

```lean
/-- Under the strain `h` the coupling of the field `f` to the dipole `A u` changes at the
rate `f · h (A u)`. -/
theorem field_deriv (f u : n → ℝ) (A h : Matrix n n ℝ) :
    HasDerivAt (fun t : ℝ => f ⬝ᵥ (((1 + t • h) * A) *ᵥ u)) (f ⬝ᵥ (h *ᵥ (A *ᵥ u))) 0 := by
  have e : (fun t : ℝ => f ⬝ᵥ (((1 + t • h) * A) *ᵥ u)) =
      fun t => f ⬝ᵥ (A *ᵥ u) + t * (f ⬝ᵥ (h *ᵥ (A *ᵥ u))) := by
    funext t
    rw [← Matrix.mulVec_mulVec, Matrix.add_mulVec, Matrix.one_mulVec, Matrix.smul_mulVec,
      dotProduct_add, dotProduct_smul, smul_eq_mul]
  rw [e]
  simpa using ((hasDerivAt_id' (0 : ℝ)).mul_const
    (f ⬝ᵥ (h *ᵥ (A *ᵥ u)))).const_add (f ⬝ᵥ (A *ᵥ u))
```

## Antisymmetric strains generate rotations

Here `orth` proves that the exponential of any antisymmetric matrix is orthogonal. It is used twice: for `h` itself, and for half of `h`, which supplies the determinant.

```lean
/-- The exponential of an antisymmetric matrix is a rotation. -/
theorem exp_isRotation {h : Matrix n n ℝ} (hh : hᵀ = -h) :
    IsRotation (NormedSpace.exp h) := by
  have orth : ∀ k : Matrix n n ℝ, kᵀ = -k →
      (NormedSpace.exp k)ᵀ * NormedSpace.exp k = 1 := by
    intro k hk
    rw [← Matrix.exp_transpose, hk,
      ← Matrix.exp_add_of_commute (-k) k (Commute.neg_left (Commute.refl k)),
      neg_add_cancel, NormedSpace.exp_zero]
  refine ⟨orth h hh, ?_⟩
  -- the determinant is the square of that of the half rotation
  have half : NormedSpace.exp h =
      NormedSpace.exp ((1 / 2 : ℝ) • h) * NormedSpace.exp ((1 / 2 : ℝ) • h) := by
    rw [← Matrix.exp_add_of_commute _ _ (Commute.refl _)]
    congr 1
    module
  have h2 := congrArg Matrix.det (orth ((1 / 2 : ℝ) • h) (by
    rw [Matrix.transpose_smul, hh, smul_neg]))
  rw [Matrix.det_mul, Matrix.det_transpose, Matrix.det_one] at h2
  rw [half, Matrix.det_mul]
  exact h2
```

The next proof differentiates $E_0(\exp(th)A)$ in two ways. The chain rule gives $DE_0(A)(hA)$, and invariance makes the function constant, so its derivative is zero. Uniqueness of the derivative equates the two. The condition `A.det ≠ 0` enters because invariance is assumed for invertible cells only.

```lean
/-- A rotation-invariant energy, differentiable at an invertible cell `A`, does not change to
first order under an antisymmetric strain. -/
theorem no_internal_torque {E0 : Matrix n n ℝ → ℝ} {A h : Matrix n n ℝ}
    (hinv : RotationInvariant E0) (hA : A.det ≠ 0) (hd : DifferentiableAt ℝ E0 A)
    (hh : hᵀ = -h) : fderiv ℝ E0 A (h * A) = 0 := by
  have hc : HasDerivAt (fun t : ℝ => NormedSpace.exp (t • h) * A) (h * A) 0 := by
    have := (hasDerivAt_exp_smul_const h (0 : ℝ)).mul_const A
    exact this.congr_deriv (by simp)
  have h1 := hd.hasFDerivAt.comp_hasDerivAt_of_eq (0 : ℝ) hc (by simp)
  -- the energy is constant along the rotating cell
  have h2 : (E0 ∘ fun t : ℝ => NormedSpace.exp (t • h) * A) = fun _ => E0 A :=
    funext fun t => hinv _ A
      (exp_isRotation (by rw [Matrix.transpose_smul, hh, smul_neg])) hA
  rw [h2] at h1
  exact h1.unique (hasDerivAt_const _ _)
```

## Torque balance

In Lean $e^{ij}$ is `Matrix.single i j 1`. The auxiliary statements `ht` and `hp` are the two component formulas from the derivation, and `hskew` says that $e^{ij}-e^{ji}$ is antisymmetric. The equation `key` compares the derivative given by `IsStress` with the one assembled from the two strain lemmas. Once the $E_0$ contribution is replaced by zero, `linarith` rearranges what remains.

```lean
/-- Torque balance: for a rotation-invariant `E0`, differentiable at the invertible cell `A`,
the antisymmetric part of the stress in the field `f` is fixed by `f` and the dipole `A u`. -/
theorem torque_balance {E0 : Matrix n n ℝ → ℝ} {A s : Matrix n n ℝ} {f u : n → ℝ}
    (hinv : RotationInvariant E0) (hA : A.det ≠ 0) (hd : DifferentiableAt ℝ E0 A)
    (hs : IsStress (fieldEnergy E0 f u) A s) (i j : n) :
    s i j - s j i = (A *ᵥ u) i * f j - f i * (A *ᵥ u) j := by
  have ht : ∀ i j : n, trace (sᵀ * Matrix.single i j (1 : ℝ)) = s i j := by
    intro i j
    simp [Matrix.trace, Matrix.mul_apply, Matrix.single_apply, ite_and]
  have hp : ∀ (p : n → ℝ) (i j : n), f ⬝ᵥ (Matrix.single i j (1 : ℝ) *ᵥ p) = f i * p j := by
    intro p i j
    have e : Matrix.single i j (1 : ℝ) *ᵥ p = Pi.single i (p j) := by
      ext x
      by_cases hx : i = x
      · subst hx
        simp [Matrix.mulVec, dotProduct, Matrix.single_apply]
      · simp [Matrix.mulVec, dotProduct, hx, Ne.symm hx]
    rw [e]
    simp
  -- test the stress with the infinitesimal rotation in the plane of i and j
  have hskew : (Matrix.single i j (1 : ℝ) - Matrix.single j i 1)ᵀ =
      -(Matrix.single i j (1 : ℝ) - Matrix.single j i 1) := by
    ext a b
    simp [Matrix.single_apply, and_comm]
  have key := (hs (Matrix.single i j (1 : ℝ) - Matrix.single j i 1)).unique
    ((strain_deriv hd _).fun_sub (field_deriv f u A _))
  rw [no_internal_torque hinv hA hd hskew, Matrix.mul_sub, Matrix.trace_sub, ht, ht,
    Matrix.sub_mulVec, dotProduct_sub, hp, hp] at key
  linarith
```

## The criterion for symmetry

The pair `![f, p]` is a family of two vectors, and `¬ LinearIndependent ℝ ![f, p]` is linear dependence, including the case where either vector is zero. The proof tests independence with the coefficients $p_i$ and $-f_i$ in one direction. In the other, the `linear_combination` steps carry out the two eliminations.

```lean
omit [Fintype n] [DecidableEq n] in
/-- Two vectors are linearly dependent exactly when all their two-by-two minors vanish. -/
theorem minors_vanish_iff (f p : n → ℝ) :
    (∀ i j, f i * p j = f j * p i) ↔ ¬ LinearIndependent ℝ ![f, p] := by
  rw [LinearIndependent.pair_iff]
  constructor
  · intro h hl
    have hf : ∀ i, f i = 0 := by
      intro i
      have := (hl (p i) (-f i) (by
        ext j
        simp only [Pi.add_apply, Pi.smul_apply, smul_eq_mul, Pi.zero_apply]
        linarith [h i j])).2
      linarith
    have := (hl 1 0 (by ext j; simp [hf j])).1
    exact one_ne_zero this
  · intro h i j
    by_contra hne
    refine h fun a b hab => ?_
    have hi : a * f i + b * p i = 0 := by simpa using congrFun hab i
    have hj : a * f j + b * p j = 0 := by simpa using congrFun hab j
    have hm : f i * p j - f j * p i ≠ 0 := sub_ne_zero.mpr hne
    constructor
    · refine (mul_eq_zero.mp ?_).resolve_right hm
      linear_combination p j * hi - p i * hj
    · refine (mul_eq_zero.mp ?_).resolve_right hm
      linear_combination f i * hj - f j * hi
```

The main theorem assumes rotation invariance, an invertible cell, differentiability of $E_0$ at that cell, and a matrix `s` that is the stress in the field. It does not assume that the cell is in equilibrium. Both directions combine the torque balance with the vanishing of the minors.

```lean
/-- Let `E0` be rotation invariant and differentiable at the invertible cell `A`. The stress in
the field `f` is symmetric exactly when `f` and the dipole `A u` are linearly dependent. -/
theorem stress_symmetric_iff {E0 : Matrix n n ℝ → ℝ} {A s : Matrix n n ℝ} {f u : n → ℝ}
    (hinv : RotationInvariant E0) (hA : A.det ≠ 0) (hd : DifferentiableAt ℝ E0 A)
    (hs : IsStress (fieldEnergy E0 f u) A s) :
    s.IsSymm ↔ ¬ LinearIndependent ℝ ![f, A *ᵥ u] := by
  rw [← minors_vanish_iff]
  constructor
  · intro h i j
    linarith [torque_balance hinv hA hd hs i j, h.apply i j]
  · intro h
    refine Matrix.IsSymm.ext fun i j => ?_
    linarith [torque_balance hinv hA hd hs i j, h i j]
```

## An asymmetric stress in two dimensions

A simple energy shows that an asymmetric stress does occur under these hypotheses. It is half the sum of the squared entries of the cell matrix, chosen for its easy derivative and not as a model of a material.

```lean
/-- The elastic energy `trace (Bᵀ B) / 2` of a cell `B`. -/
def elasticEnergy (B : Matrix n n ℝ) : ℝ := trace (Bᵀ * B) / 2
```

Invariance follows from $(QB)^T(QB)=B^TB$, and differentiability from the energy being a polynomial in the entries; both are shown in every finite dimension. For the stress, take $d=2$, $A=1$, $u=(0,1)$ and $f=(1,0)$, so that $p=(0,1)$ is perpendicular to the field. Then

$$E(1+th)=1+t\,(h_{11}-h_{12}+h_{22})+\tfrac{t^2}{2}\operatorname{tr}(h^Th).$$

The coefficient of $t$ is $\operatorname{tr}(s^Th)$ for the matrix $s$ with rows $(1,-1)$ and $(0,1)$. Its off-diagonal entries, numbered from one, differ by $s_{12}-s_{21}=-1$, which equals $p_1f_2-f_1p_2$.

```lean
/-- The elastic energy is rotation invariant and differentiable. For the two-dimensional cell
`A = 1` with `u = (0, 1)` in the field `f = (1, 0)` the stress has the rows `(1, -1)` and `(0, 1)`.
-/
theorem elasticEnergy_witness :
    RotationInvariant (elasticEnergy (n := n)) ∧
    Differentiable ℝ (elasticEnergy (n := n)) ∧
    IsStress (fieldEnergy elasticEnergy ![1, 0] ![0, 1]) 1 !![1, -1; 0, 1] := by
  refine ⟨?_, ?_, ?_⟩
  · intro Q B hQ _
    have e : (Q * B)ᵀ * (Q * B) = Bᵀ * B := by
      rw [Matrix.transpose_mul, Matrix.mul_assoc, ← Matrix.mul_assoc Qᵀ, hQ.1, Matrix.one_mul]
    rw [elasticEnergy, e, elasticEnergy]
  · have he : ∀ i j : n, Differentiable ℝ (fun B : Matrix n n ℝ => B i j) := fun i j =>
      (LinearMap.toContinuousLinearMap (Matrix.entryLinearMap ℝ ℝ i j)).differentiable
    have hsum : Differentiable ℝ (fun B : Matrix n n ℝ => ∑ i, ∑ j, B j i * B j i) :=
      Differentiable.fun_sum fun i _ => Differentiable.fun_sum fun j _ =>
        (he j i).mul (he j i)
    have e : elasticEnergy (n := n) = fun B => (∑ i, ∑ j, B j i * B j i) * (2 : ℝ)⁻¹ := by
      funext B
      exact div_eq_mul_inv _ _
    rw [e]
    exact hsum.mul_const _
  · intro h
    -- the energy is quadratic in the strain
    have e : (fun t : ℝ => fieldEnergy elasticEnergy ![1, 0] ![0, 1] ((1 + t • h) * 1)) =
        fun t => 1 + t * trace (!![1, -1; 0, 1]ᵀ * h) + t ^ 2 * elasticEnergy h := by
      funext t
      simp [fieldEnergy, elasticEnergy, Matrix.trace_fin_two, Matrix.mul_apply,
        Fin.sum_univ_two, Matrix.mulVec, dotProduct, Matrix.one_apply]
      ring
    rw [e]
    have := (((hasDerivAt_id' (0 : ℝ)).mul_const (trace (!![1, -1; 0, 1]ᵀ * h))).const_add
      1).fun_add ((hasDerivAt_pow 2 (0 : ℝ)).mul_const (elasticEnergy h))
    exact this.congr_deriv (by simp)

end

end StressInAppliedField
```

```lean
#print axioms StressInAppliedField.stress_symmetric_iff
-- 'StressInAppliedField.stress_symmetric_iff' depends on axioms: [propext, Classical.choice, Quot.sound]
```
